# Matrix elements and Hermiticity of a one-dimensional plane-wave Hamiltonian with a continuous real potential

A plane-wave Hamiltonian can be defined by a formula for its matrix, or as a differential operator whose matrix elements are integrals still to be computed. I want the second version, so that the formula is a result. Take a cell of length $L>0$, a real potential $V$ continuous on $[0,L]$, and the waves $e_n(x)=e^{2\pi i n x/L}/\sqrt L$ with $n$ an integer. The claim is

$$\int_0^L \overline{e_m}\left(-\tfrac12 e_n''+Ve_n\right)dx=\frac{1}{2}\left(\frac{2\pi n}{L}\right)^2\delta_{mn}+V_{m-n},$$

in atomic units, where $V_p=\frac1L\int_0^L V(x)e^{-2\pi i p x/L}\,dx$ is the $p$-th Fourier coefficient of $V$, and the matrix of these numbers on any finite set of indices is Hermitian. Can this be made rigorous and machine-checked, starting from the actual second derivative?

## From the second derivative to the matrix

Yes. Write $k_n=2\pi n/L$ and $H\psi=-\tfrac12\psi''+V\psi$, in atomic units. Differentiating twice gives $e_n'=ik_ne_n$ and $e_n''=-k_n^2e_n$, so

$$He_n=\left(\tfrac12k_n^2+V\right)e_n .$$

The product of two waves is a single phase, because $k_n-k_m=-k_{m-n}$:

$$\overline{e_m(x)}\,e_n(x)=\frac1L e^{-ik_{m-n}x}.$$

For $p=0$ the phase $e^{-ik_px}$ is 1 and integrates to $L$. For $p\neq0$,

$$\int_0^L e^{-ik_px}\,dx=\frac{e^{-ik_pL}-1}{-ik_p}=0,$$

since $k_pL=2\pi p$. With the convention

$$V_p=\frac1L\int_0^L V(x)e^{-ik_px}\,dx,$$

the matrix element splits into two integrals:

$$H_{mn}=\frac{k_n^2}{2L}\int_0^L e^{-ik_{m-n}x}\,dx+\frac1L\int_0^L V(x)e^{-ik_{m-n}x}\,dx=\frac{k_n^2}{2}\delta_{mn}+V_{m-n}.$$

Because $V$ is real, conjugating the integral for $V_p$ only reverses the sign of the exponent, so $\overline{V_p}=V_{-p}$. Hence

$$\overline{H_{nm}}=\frac{k_m^2}{2}\delta_{mn}+\overline{V_{n-m}}=\frac{k_n^2}{2}\delta_{mn}+V_{m-n}=H_{mn}.$$

For a finite expansion $\psi=\sum_n c_ne_n$, linearity of $H$ and of the integral gives

$$\int_0^L\overline{\psi}\,H\psi\,dx=\sum_{m,n}\overline{c_m}\,H_{mn}\,c_n .$$

The coefficients need not be normalised. Since the waves are orthonormal on the cell, the energy expectation value for $c\neq0$ is this sum divided by $\sum_n|c_n|^2$.

Here is the complete Lean file.

```lean
import Mathlib

open Complex ComplexConjugate Matrix

namespace PlaneWaveHamiltonian

noncomputable section

/-- The wave number `2 π n / L` of the `n`-th plane wave in a cell of length `L`. -/
def waveNumber (L : ℝ) (n : ℤ) : ℝ := 2 * Real.pi * n / L

/-- The normalised plane wave `exp (2 π i n x / L) / √L`. -/
def planeWave (L : ℝ) (n : ℤ) (x : ℝ) : ℂ :=
  exp (((waveNumber L n * x : ℝ) : ℂ) * I) / ((Real.sqrt L : ℝ) : ℂ)

/-- The one-particle Hamiltonian `-ψ''/2 + V ψ` in atomic units. -/
def hamiltonian (V : ℝ → ℝ) (ψ : ℝ → ℂ) (x : ℝ) : ℂ :=
  -(1 / 2) * deriv (deriv ψ) x + (V x : ℂ) * ψ x

/-- The `n`-th Fourier coefficient of the potential over the cell `[0, L]`. -/
def potentialCoeff (V : ℝ → ℝ) (L : ℝ) (n : ℤ) : ℂ :=
  (1 / (L : ℂ)) * ∫ x in (0 : ℝ)..L, (V x : ℂ) * exp (-((waveNumber L n * x : ℝ) : ℂ) * I)

/-- The matrix of the Hamiltonian between the plane waves with indices in `s`. -/
def hamiltonianMatrix (V : ℝ → ℝ) (L : ℝ) (s : Finset ℤ) : Matrix s s ℂ :=
  Matrix.of fun m n => ∫ x in (0 : ℝ)..L,
    conj (planeWave L m x) * hamiltonian V (planeWave L n) x

/-- Differentiating a plane wave multiplies it by `i` times its wave number. -/
theorem hasDerivAt_planeWave (L : ℝ) (n : ℤ) (x : ℝ) :
    HasDerivAt (planeWave L n) (I * (waveNumber L n : ℂ) * planeWave L n x) x := by
  have h0 := (((hasDerivAt_id x).const_mul (waveNumber L n)).ofReal_comp).mul_const I
  have h : HasDerivAt (fun y : ℝ => ((waveNumber L n * y : ℝ) : ℂ) * I)
      ((waveNumber L n : ℂ) * I) x := h0.congr_deriv (by simp)
  have h2 := h.cexp.div_const ((Real.sqrt L : ℝ) : ℂ)
  exact h2.congr_deriv (by simp only [planeWave]; ring)

/-- The Hamiltonian maps a finite superposition of plane waves to the superposition in which
each wave is multiplied by its kinetic energy plus the local potential. -/
theorem hamiltonian_sum (V : ℝ → ℝ) (L : ℝ) {ι : Type*} (s : Finset ι) (k : ι → ℤ)
    (c : ι → ℂ) (x : ℝ) :
    hamiltonian V (fun y => ∑ i ∈ s, c i * planeWave L (k i) y) x =
      ∑ i ∈ s, c i * (((waveNumber L (k i) : ℂ) ^ 2 / 2 + (V x : ℂ)) * planeWave L (k i) x) := by
  have h1 : deriv (fun y => ∑ i ∈ s, c i * planeWave L (k i) y) =
      fun y => ∑ i ∈ s, c i * (I * (waveNumber L (k i) : ℂ) * planeWave L (k i) y) := by
    funext y
    exact (HasDerivAt.fun_sum fun i _ =>
      (hasDerivAt_planeWave L (k i) y).const_mul (c i)).deriv
  have h2 : deriv (fun y => ∑ i ∈ s,
        c i * (I * (waveNumber L (k i) : ℂ) * planeWave L (k i) y)) x =
      ∑ i ∈ s, c i * (I * (waveNumber L (k i) : ℂ) *
        (I * (waveNumber L (k i) : ℂ) * planeWave L (k i) x)) :=
    (HasDerivAt.fun_sum fun i _ => ((hasDerivAt_planeWave L (k i) x).const_mul
      (I * (waveNumber L (k i) : ℂ))).const_mul (c i)).deriv
  unfold hamiltonian
  rw [h1, h2, Finset.mul_sum, Finset.mul_sum, ← Finset.sum_add_distrib]
  refine Finset.sum_congr rfl fun i _ => ?_
  linear_combination (-(1 / 2) * c i * (waveNumber L (k i) : ℂ) ^ 2 *
    planeWave L (k i) x) * I_sq

/-- On a single plane wave the Hamiltonian acts as kinetic energy plus local potential. -/
theorem hamiltonian_planeWave (V : ℝ → ℝ) (L : ℝ) (n : ℤ) (x : ℝ) :
    hamiltonian V (planeWave L n) x =
      ((waveNumber L n : ℂ) ^ 2 / 2 + (V x : ℂ)) * planeWave L n x := by
  have h := hamiltonian_sum V L {()} (fun _ => n) (fun _ => 1) x
  simp only [Finset.sum_singleton, one_mul] at h
  exact h

/-- The overlap density of two plane waves is a single phase divided by the cell length. -/
theorem conj_planeWave_mul {L : ℝ} (hL : 0 < L) (m n : ℤ) (x : ℝ) :
    conj (planeWave L m x) * planeWave L n x =
      1 / (L : ℂ) * exp (-((waveNumber L (m - n) * x : ℝ) : ℂ) * I) := by
  have hs : ((Real.sqrt L : ℝ) : ℂ) * ((Real.sqrt L : ℝ) : ℂ) = (L : ℂ) := by
    rw [← ofReal_mul, Real.mul_self_sqrt hL.le]
  have harg : ((waveNumber L m * x : ℝ) : ℂ) * -I + ((waveNumber L n * x : ℝ) : ℂ) * I =
      -((waveNumber L (m - n) * x : ℝ) : ℂ) * I := by
    simp only [waveNumber]
    push_cast
    ring
  unfold planeWave
  rw [map_div₀, ← exp_conj, map_mul, conj_ofReal, conj_ofReal, conj_I,
    div_mul_div_comm, hs, ← exp_add, harg]
  ring

/-- A lattice phase integrates over the cell to `L` if its index is zero and to `0` otherwise. -/
theorem integral_phase {L : ℝ} (hL : 0 < L) (p : ℤ) :
    ∫ x in (0 : ℝ)..L, exp (-((waveNumber L p * x : ℝ) : ℂ) * I) =
      if p = 0 then (L : ℂ) else 0 := by
  have hL' : (L : ℂ) ≠ 0 := ofReal_ne_zero.mpr hL.ne'
  split_ifs with h
  · subst h
    simp [waveNumber]
  · have hk : waveNumber L p ≠ 0 :=
      div_ne_zero (mul_ne_zero (by positivity) (Int.cast_ne_zero.mpr h)) hL.ne'
    have hc : -(waveNumber L p : ℂ) * I ≠ 0 :=
      mul_ne_zero (neg_ne_zero.mpr (ofReal_ne_zero.mpr hk)) I_ne_zero
    have he : ∀ x : ℝ, exp (-((waveNumber L p * x : ℝ) : ℂ) * I) =
        exp (-(waveNumber L p : ℂ) * I * (x : ℂ)) := by
      intro x
      congr 1
      push_cast
      ring
    -- the phase returns to one after a full cell
    have h1 : exp (-(waveNumber L p : ℂ) * I * (L : ℂ)) = 1 := by
      refine exp_eq_one_iff.mpr ⟨-p, ?_⟩
      simp only [waveNumber]
      push_cast
      field_simp
    simp only [he]
    rw [integral_exp_mul_complex hc, h1]
    simp

/-- Matrix elements of the Hamiltonian between plane waves: the kinetic energy on the diagonal
plus the Fourier coefficient of the potential at the index difference. -/
theorem matrix_element {L : ℝ} (hL : 0 < L) {V : ℝ → ℝ} (hV : ContinuousOn V (Set.Icc 0 L))
    (m n : ℤ) :
    ∫ x in (0 : ℝ)..L, conj (planeWave L m x) * hamiltonian V (planeWave L n) x =
      (if m = n then (waveNumber L n : ℂ) ^ 2 / 2 else 0) + potentialCoeff V L (m - n) := by
  have hL' : (L : ℂ) ≠ 0 := ofReal_ne_zero.mpr hL.ne'
  have hpt : ∀ x : ℝ, conj (planeWave L m x) * hamiltonian V (planeWave L n) x =
      (waveNumber L n : ℂ) ^ 2 / 2 / (L : ℂ) *
        exp (-((waveNumber L (m - n) * x : ℝ) : ℂ) * I) +
      1 / (L : ℂ) * ((V x : ℂ) * exp (-((waveNumber L (m - n) * x : ℝ) : ℂ) * I)) := by
    intro x
    rw [hamiltonian_planeWave]
    linear_combination ((waveNumber L n : ℂ) ^ 2 / 2 + (V x : ℂ)) * conj_planeWave_mul hL m n x
  have hph : Continuous fun x : ℝ => exp (-((waveNumber L (m - n) * x : ℝ) : ℂ) * I) := by
    fun_prop
  have hVi : IntervalIntegrable (fun x : ℝ => (V x : ℂ) *
      exp (-((waveNumber L (m - n) * x : ℝ) : ℂ) * I)) MeasureTheory.volume 0 L := by
    apply ContinuousOn.intervalIntegrable
    rw [Set.uIcc_of_le hL.le]
    exact (continuous_ofReal.comp_continuousOn hV).mul hph.continuousOn
  -- separate the kinetic and potential contributions
  simp only [hpt]
  rw [intervalIntegral.integral_add ((hph.intervalIntegrable 0 L).const_mul _)
    (hVi.const_mul _), intervalIntegral.integral_const_mul,
    intervalIntegral.integral_const_mul, integral_phase hL]
  simp only [sub_eq_zero, potentialCoeff]
  split_ifs
  · rw [div_mul_cancel₀ _ hL']
  · ring

/-- For a real potential, conjugating a Fourier coefficient reverses its index. -/
theorem conj_potentialCoeff {L : ℝ} (hL : 0 < L) (V : ℝ → ℝ) (n : ℤ) :
    conj (potentialCoeff V L n) = potentialCoeff V L (-n) := by
  have harg : ∀ x : ℝ, conj (-((waveNumber L n * x : ℝ) : ℂ) * I) =
      -((waveNumber L (-n) * x : ℝ) : ℂ) * I := by
    intro x
    rw [map_mul, map_neg, conj_ofReal, conj_I]
    simp only [waveNumber]
    push_cast
    ring
  have h1 : conj (1 / (L : ℂ)) = 1 / (L : ℂ) := by simp
  unfold potentialCoeff
  rw [map_mul, h1, intervalIntegral.integral_of_le hL.le,
    intervalIntegral.integral_of_le hL.le, ← integral_conj]
  congr 2
  funext x
  rw [map_mul, conj_ofReal, ← exp_conj, harg]

/-- The plane-wave Hamiltonian matrix on any finite index set is Hermitian. -/
theorem hamiltonianMatrix_isHermitian {L : ℝ} (hL : 0 < L) {V : ℝ → ℝ}
    (hV : ContinuousOn V (Set.Icc 0 L)) (s : Finset ℤ) :
    (hamiltonianMatrix V L s).IsHermitian := by
  refine Matrix.IsHermitian.ext fun m n => ?_
  simp only [hamiltonianMatrix, Matrix.of_apply]
  rw [matrix_element hL hV n m, matrix_element hL hV m n, ← starRingEnd_apply, map_add,
    conj_potentialCoeff hL, neg_sub]
  congr 1
  by_cases h : (m : ℤ) = n
  · have h2 : conj (2 : ℂ) = 2 := by
      apply Complex.ext <;> simp [conj_re, conj_im]
    rw [h]
    simp [h2]
  · rw [if_neg h, if_neg (Ne.symm h), map_zero]

/-- The energy integral of a finite plane-wave expansion is the quadratic form of the
Hamiltonian matrix in the expansion coefficients. -/
theorem energy_eq_quadraticForm {L : ℝ} (hL : 0 < L) {V : ℝ → ℝ}
    (hV : ContinuousOn V (Set.Icc 0 L)) (s : Finset ℤ) (c : s → ℂ) :
    ∫ x in (0 : ℝ)..L, conj (∑ n : s, c n * planeWave L n x) *
        hamiltonian V (fun y => ∑ n : s, c n * planeWave L n y) x =
      star c ⬝ᵥ (hamiltonianMatrix V L s *ᵥ c) := by
  have hc : ∀ n : ℤ, Continuous (planeWave L n) := fun n =>
    continuous_iff_continuousAt.mpr fun x => (hasDerivAt_planeWave L n x).continuousAt
  have hi : ∀ m n : ℤ, IntervalIntegrable (fun x => conj (planeWave L m x) *
      hamiltonian V (planeWave L n) x) MeasureTheory.volume 0 L := by
    intro m n
    simp only [hamiltonian_planeWave]
    apply ContinuousOn.intervalIntegrable
    rw [Set.uIcc_of_le hL.le]
    exact (continuous_conj.comp (hc m)).continuousOn.mul
      ((continuousOn_const.add (continuous_ofReal.comp_continuousOn hV)).mul (hc n).continuousOn)
  -- expand the energy density over pairs of plane waves
  have hpt : ∀ x : ℝ, conj (∑ n : s, c n * planeWave L n x) *
      hamiltonian V (fun y => ∑ n : s, c n * planeWave L n y) x =
      ∑ p : s × s, conj (c p.1) * c p.2 *
        (conj (planeWave L p.1 x) * hamiltonian V (planeWave L p.2) x) := by
    intro x
    rw [hamiltonian_sum V L Finset.univ (fun n : s => (n : ℤ)) c x, map_sum,
      Finset.sum_mul_sum, Fintype.sum_prod_type]
    refine Finset.sum_congr rfl fun m _ => Finset.sum_congr rfl fun n _ => ?_
    rw [hamiltonian_planeWave, map_mul]
    ring
  simp only [hpt]
  rw [intervalIntegral.integral_finsetSum fun p _ => (hi p.1 p.2).const_mul _,
    Fintype.sum_prod_type]
  simp only [dotProduct, Matrix.mulVec, Finset.mul_sum, Pi.star_apply, hamiltonianMatrix,
    Matrix.of_apply, ← starRingEnd_apply, intervalIntegral.integral_const_mul]
  refine Finset.sum_congr rfl fun m _ => Finset.sum_congr rfl fun n _ => ?_
  ring

end

end PlaneWaveHamiltonian
```

```lean
#print axioms PlaneWaveHamiltonian.hamiltonianMatrix_isHermitian
-- 'PlaneWaveHamiltonian.hamiltonianMatrix_isHermitian' depends on axioms: [propext, Classical.choice, Quot.sound]
#print axioms PlaneWaveHamiltonian.energy_eq_quadraticForm
-- 'PlaneWaveHamiltonian.energy_eq_quadraticForm' depends on axioms: [propext, Classical.choice, Quot.sound]
```

## What the Lean statements say

`waveNumber L n` is $k_n$, and `planeWave L n` is $e_n$ as a function from the real line to the complex numbers. `hamiltonian V ψ x` contains `deriv (deriv ψ) x`, so the kinetic energy enters as a derivative and not as a prescribed factor. `potentialCoeff V L n` is $V_n$, with the factor $1/L$ and the minus sign in the exponent as above.

`hamiltonianMatrix V L s` has rows and columns labelled by the elements of a finite set `s` of integers, and its entries are the energy integrals themselves. The set is arbitrary: it may have gaps, and it need not be symmetric about zero.

There are three main theorems:

- `matrix_element` is the displayed formula for all integers `m` and `n`, with the Kronecker delta written as `if m = n then … else 0`.
- `hamiltonianMatrix_isHermitian` says that the finite matrix equals its conjugate transpose.
- `energy_eq_quadraticForm` identifies the energy integral of a finite expansion with `star c ⬝ᵥ (hamiltonianMatrix V L s *ᵥ c)`, which is $c^\dagger Hc$.

All three assume `0 < L` and `ContinuousOn V (Set.Icc 0 L)`. Reality of the potential is built into the type `V : ℝ → ℝ`. Continuity is required only on the closed cell, and $V(0)=V(L)$ is not assumed, so a potential that jumps at the cell boundary when repeated periodically is allowed.

The model is one particle in one dimension with a local potential and cell-periodic waves, which means zero Bloch wave vector. Within those limits, the matrix represents the Hamiltonian of a non-interacting electron in a finite plane-wave basis, with the Fourier coefficients of the potential given by exact integrals and not by sums over a grid. The theorems concern finite matrices; they do not address self-adjointness of the differential operator or convergence as the basis grows.

## How the proof follows the calculation

`hasDerivAt_planeWave` is the first derivative, obtained from the chain rule for the exponential. `hamiltonian_sum` applies it twice to a finite superposition, and its final `linear_combination` uses $i^2=-1$ to turn $-\tfrac12(ik_n)^2$ into $\tfrac12k_n^2$. `hamiltonian_planeWave` is the case of a single term.

`conj_planeWave_mul` combines the two exponentials and replaces $\sqrt L\,\sqrt L$ by $L$, which uses the positivity of $L$. `integral_phase` separates $p=0$ from $p\neq0$. In the second case it integrates the exponential with `integral_exp_mul_complex`, after `exp_eq_one_iff` has shown that the phase returns to 1 over a full cell.

In `matrix_element`, the fact `hpt` writes the integrand as a kinetic plus a potential term at each point. Splitting the integral requires both terms to be integrable, and for the potential term `hVi` derives this from the continuity of $V$. The kinetic integral is then given by `integral_phase`, while the potential integral is $V_{m-n}$ by definition.

`conj_potentialCoeff` moves complex conjugation inside the integral and proves $\overline{V_n}=V_{-n}$. The Hermiticity proof rewrites both $H_{nm}$ and $H_{mn}$ with `matrix_element`, matches the potential parts through this identity, and treats the kinetic part separately for $m=n$ and $m\neq n$.

Finally, `energy_eq_quadraticForm` expands the energy density as a sum over pairs of indices, using `hamiltonian_sum` for the linearity of $H$. Each pair is integrable by `hi`, so the integral can be exchanged with the finite sum, and the coefficients come out as constants.
